# At fixed temperature and mean particle number, the Mermin free energy of non-interacting fermions changes at the occupation-weighted sum of the level slopes

The lemma `hasDerivAt_freeEnergy` concerns finitely many non-interacting levels with energies aᵢ + t bᵢ, filled with Fermi occupations fᵢ at a fixed β ≠ 0. The chemical potential μ(t) is assumed differentiable and such that the occupations sum to the same N at every t. The claim is that the Mermin free energy, energy minus temperature times entropy, then has derivative Σ fᵢ bᵢ with respect to t. The attempt differentiates level by level and uses the entropy terms to replace each level energy by μ in front of the rate of change of fᵢ. What remains besides Σ fᵢ bᵢ is μ times the sum of those rates, which is zero because N is constant.

Lean 4 with Mathlib refuses this proof:

```lean
import Mathlib

open Finset

namespace HasDerivAtFreeEnergy

noncomputable section

variable {ι : Type*}

/-- Fermi occupation of the level `a i + t * b i` at inverse temperature `β` and chemical
potential `μ t`. -/
def occ (β : ℝ) (a b : ι → ℝ) (μ : ℝ → ℝ) (t : ℝ) (i : ι) : ℝ :=
  1 / (1 + Real.exp (β * (a i + t * b i - μ t)))

/-- The slope `G(t)`: the level slopes `b i` summed with the Fermi occupations as weights. -/
def meanSlope [Fintype ι] (β : ℝ) (a b : ι → ℝ) (μ : ℝ → ℝ) (t : ℝ) : ℝ :=
  ∑ i, occ β a b μ t i * b i

/-- The Mermin free energy, energy minus temperature times entropy, of the Fermi occupations,
for `β ≠ 0`. -/
def freeEnergy [Fintype ι] (β : ℝ) (a b : ι → ℝ) (μ : ℝ → ℝ) (t : ℝ) : ℝ :=
  ∑ i, (occ β a b μ t i * (a i + t * b i) +
    (occ β a b μ t i * Real.log (occ β a b μ t i) +
      (1 - occ β a b μ t i) * Real.log (1 - occ β a b μ t i)) / β)

variable {β N : ℝ} {a b : ι → ℝ} {μ : ℝ → ℝ}

/-- A Fermi occupation lies strictly between zero and one. -/
theorem occ_pos_lt_one (t : ℝ) (i : ι) : 0 < occ β a b μ t i ∧ occ β a b μ t i < 1 := by
  have hE := Real.exp_pos (β * (a i + t * b i - μ t))
  unfold occ
  constructor
  · positivity
  · rw [div_lt_one (by positivity)]
    linarith

/-- For `β ≠ 0`, the logarithm of the ratio of filling to emptiness of a level, divided by `β`,
is the chemical potential minus the level energy. -/
theorem log_odds (hβ : β ≠ 0) (t : ℝ) (i : ι) :
    (Real.log (occ β a b μ t i) - Real.log (1 - occ β a b μ t i)) / β
      = μ t - (a i + t * b i) := by
  have h : 1 - occ β a b μ t i
      = Real.exp (β * (a i + t * b i - μ t)) * occ β a b μ t i := by
    have hne : 1 + Real.exp (β * (a i + t * b i - μ t)) ≠ 0 := by positivity
    unfold occ
    generalize Real.exp (β * (a i + t * b i - μ t)) = E at hne ⊢
    field_simp
    ring
  rw [h, Real.log_mul (Real.exp_ne_zero _) (occ_pos_lt_one t i).1.ne', Real.log_exp,
    div_eq_iff hβ]
  ring

/-- Where the chemical potential is differentiable, an occupation responds in proportion to
`f (1 - f)` and to the motion of its level relative to the chemical potential. -/
theorem hasDerivAt_occ {μ' t : ℝ} (hμ : HasDerivAt μ μ' t) (i : ι) :
    HasDerivAt (fun s => occ β a b μ s i)
      (-β * (occ β a b μ t i * (1 - occ β a b μ t i)) * (b i - μ')) t := by
  have h1 : HasDerivAt (fun s => β * (a i + s * b i - μ s)) (β * (b i - μ')) t :=
    (((((hasDerivAt_id' t).mul_const (b i)).const_add (a i)).fun_sub hμ).const_mul
      β).congr_deriv (by ring)
  have hne : 1 + Real.exp (β * (a i + t * b i - μ t)) ≠ 0 := by positivity
  have h3 := (hasDerivAt_const t (1 : ℝ)).fun_div (h1.exp.const_add 1) hne
  refine h3.congr_deriv ?_
  simp only [occ]
  generalize Real.exp (β * (a i + t * b i - μ t)) = E at hne ⊢
  field_simp
  ring

variable [Fintype ι]

/-- At fixed mean particle number and with a differentiable chemical potential, the rates of change
of the occupations sum to zero. -/
theorem sum_rates_eq_zero (hμ : Differentiable ℝ μ)
    (hN : ∀ t, ∑ i, occ β a b μ t i = N) (t : ℝ) :
    ∑ i, -β * (occ β a b μ t i * (1 - occ β a b μ t i)) * (b i - deriv μ t) = 0 := by
  have h : HasDerivAt (fun s => ∑ i, occ β a b μ s i)
      (∑ i, -β * (occ β a b μ t i * (1 - occ β a b μ t i)) * (b i - deriv μ t)) t :=
    HasDerivAt.fun_sum fun i _ => hasDerivAt_occ (hμ t).hasDerivAt i
  have hc : (fun s => ∑ i, occ β a b μ s i) = fun _ => N := funext hN
  rw [hc] at h
  exact h.unique (hasDerivAt_const t N)

/-- At fixed mean particle number, with `β ≠ 0` and a differentiable chemical potential, the
derivative of the Mermin free energy is `G`. -/
theorem hasDerivAt_freeEnergy (hβ : β ≠ 0) (hμ : Differentiable ℝ μ)
    (hN : ∀ t, ∑ i, occ β a b μ t i = N) (t : ℝ) :
    HasDerivAt (freeEnergy β a b μ) (meanSlope β a b μ t) t := by
  have h : HasDerivAt (freeEnergy β a b μ) (∑ i, (occ β a b μ t i * b i + μ t *
      (-β * (occ β a b μ t i * (1 - occ β a b μ t i)) * (b i - deriv μ t)))) t := by
    refine HasDerivAt.fun_sum fun i _ => ?_
    have hf := hasDerivAt_occ (β := β) (a := a) (b := b) (hμ t).hasDerivAt i
    have he : HasDerivAt (fun s => a i + s * b i) (b i) t :=
      (((hasDerivAt_id' t).mul_const (b i)).const_add (a i)).congr_deriv (one_mul _)
    obtain ⟨hp, hl⟩ := occ_pos_lt_one (β := β) (a := a) (b := b) (μ := μ) t i
    have hL := log_odds (a := a) (b := b) (μ := μ) hβ t i
    generalize -β * (occ β a b μ t i * (1 - occ β a b μ t i)) * (b i - deriv μ t) = d at hf ⊢
    have h1 : HasDerivAt (fun s => occ β a b μ s i * Real.log (occ β a b μ s i))
        ((Real.log (occ β a b μ t i) + 1) * d) t :=
      (Real.hasDerivAt_mul_log hp.ne').comp t hf
    have h2 : HasDerivAt (fun s => (1 - occ β a b μ s i) * Real.log (1 - occ β a b μ s i))
        ((Real.log (1 - occ β a b μ t i) + 1) * (-d)) t :=
      (Real.hasDerivAt_mul_log (sub_pos.mpr hl).ne').comp t (hf.const_sub 1)
    -- the entropy replaces the level energy by the chemical potential
    refine ((hf.fun_mul he).fun_add ((h1.fun_add h2).div_const β)).congr_deriv ?_
    linear_combination d * hL
  refine h.congr_deriv ?_
  rw [Finset.sum_add_distrib, ← Finset.mul_sum, sum_rates_eq_zero hμ hN t, mul_zero, add_zero]
  rfl

end

end HasDerivAtFreeEnergy
```

The compiler's answer:

```
Main.lean:100:6: error: Type mismatch
  HasDerivAt.comp t ?m.267 hf
has type
  HasDerivAt (?m.264 ∘ fun s => occ β a b μ s i) (?m.266 * d) t
but is expected to have type
  HasDerivAt (fun s => occ β a b μ s i * Real.log (occ β a b μ s i)) ((Real.log (occ β a b μ t i) + 1) * d) t
Main.lean:103:6: error: Type mismatch
  HasDerivAt.comp t ?m.338 (HasDerivAt.const_sub 1 hf)
has type
  HasDerivAt (?m.335 ∘ fun x => 1 - occ β a b μ x i) (?m.337 * -d) t
but is expected to have type
  HasDerivAt (fun s => (1 - occ β a b μ s i) * Real.log (1 - occ β a b μ s i))
    ((Real.log (1 - occ β a b μ t i) + 1) * -d) t
```

Diagnosis. Both errors are the same mismatch, in the derivatives of f log f and (1 − f) log(1 − f). `HasDerivAt.comp` concludes about a composite `?m ∘ g`, while `h1` and `h2` state the function as a written-out product. The messages show the outer function still unknown when the two are compared, and Lean does not work it out from the product. The mathematics is sound, since the intended composite unfolds to that product.

The repair drops the chain rule for x log x and uses the product rule `fun_mul` with the derivative of the logarithm, `HasDerivAt.log`. This yields the function as a product, as stated, so there is no outer function to find. The derivative now comes out in another form, for `h1` as d · log f + f · (d / f), and `congr_deriv` asks for a proof that it equals the stated one. `field_simp` gives this for `h1`, and `field_simp; ring` for `h2`. The new facts `hp0` and `hq0` say that f and 1 − f are nonzero, which the logarithm rule requires and which justifies cancelling the denominators.

The repair, with which the file compiles:

```diff
@@ -94,12 +94,15 @@
       (((hasDerivAt_id' t).mul_const (b i)).const_add (a i)).congr_deriv (one_mul _)
     obtain ⟨hp, hl⟩ := occ_pos_lt_one (β := β) (a := a) (b := b) (μ := μ) t i
+    have hp0 : occ β a b μ t i ≠ 0 := hp.ne'
+    have hq0 : 1 - occ β a b μ t i ≠ 0 := (sub_pos.mpr hl).ne'
     have hL := log_odds (a := a) (b := b) (μ := μ) hβ t i
     generalize -β * (occ β a b μ t i * (1 - occ β a b μ t i)) * (b i - deriv μ t) = d at hf ⊢
     have h1 : HasDerivAt (fun s => occ β a b μ s i * Real.log (occ β a b μ s i))
         ((Real.log (occ β a b μ t i) + 1) * d) t :=
-      (Real.hasDerivAt_mul_log hp.ne').comp t hf
+      (hf.fun_mul (hf.log hp0)).congr_deriv (by field_simp)
     have h2 : HasDerivAt (fun s => (1 - occ β a b μ s i) * Real.log (1 - occ β a b μ s i))
         ((Real.log (1 - occ β a b μ t i) + 1) * (-d)) t :=
-      (Real.hasDerivAt_mul_log (sub_pos.mpr hl).ne').comp t (hf.const_sub 1)
+      ((hf.const_sub 1).fun_mul ((hf.const_sub 1).log hq0)).congr_deriv
+        (by field_simp; ring)
     -- the entropy replaces the level energy by the chemical potential
     refine ((hf.fun_mul he).fun_add ((h1.fun_add h2).div_const β)).congr_deriv ?_
```
